# The spectral representation of a linear operator in finitely many linearly independent functions is PKP, with P the orthogonal projector on their span

Let a_i be finitely many linearly independent vectors in a complex inner-product space of any dimension, and let K be a linear operator on it. With S_ij = ⟨a_i, a_j⟩ and M_ij = ⟨a_i, K a_j⟩, the spectral representation

R v = Σ_ij (S⁻¹ M S⁻¹)_ij ⟨a_j, v⟩ a_i

satisfies

R = P K P,

where P is the orthogonal projector on the span of the a_i. Matrix elements of K within the span are therefore exact, and R is positive if K is.

The physical problem is a frozen core or an embedding environment whose exchange operator is nonlocal and is built from the orbitals of the core or environment. Ab initio model potentials store a matrix in a finite set of atom-centred functions instead, and the result says which one-particle operator that matrix represents. "Spectral" here doesn't refer to an expansion in eigenfunctions of K. How well the span holds the valence orbitals of a real molecule is the step that the hypotheses leave open.

## Finitely many functions

The a_i are the basis functions on the atom, indexed by a finite type `ι`. Their span, `modelSpace a`, is finite-dimensional, so P exists even if the surrounding space `E` is infinite-dimensional or incomplete. The proof uses this through the instance `modelSpace_finite`. The span of an infinite family need not be closed, and then it has no orthogonal projector.

```lean
import Mathlib

open Matrix
open scoped ComplexOrder

namespace SpectralRepresentation

noncomputable section

variable {E ι κ : Type*} [NormedAddCommGroup E] [InnerProductSpace ℂ E]
variable [Fintype ι] [DecidableEq ι] [Fintype κ] [DecidableEq κ]

/-- The space spanned by the basis functions `a i`. -/
abbrev modelSpace (a : ι → E) : Submodule ℂ E := Submodule.span ℂ (Set.range a)

/-- The span of finitely many basis functions is finite-dimensional. -/
instance modelSpace_finite (a : ι → E) : FiniteDimensional ℂ (modelSpace a) :=
  FiniteDimensional.span_of_finite ℂ (Set.finite_range a)
```

## A linear operator defined on the whole space

In Lean, `K : E →ₗ[ℂ] E` is complex-linear and defined everywhere, but need be neither Hermitian nor bounded. An exchange operator is the intended case. The kinetic energy is not defined on every square-integrable function, but it fits if `E` is a space that it maps into itself, such as the smooth, rapidly decreasing functions.

The matrix S is `overlap a`, M is `opMatrix K a`, and R is `spectralRep K a`, defined by the double sum with no projector in it. The inner product is conjugate-linear in its first argument.

```lean
/-- The overlap matrix `S i j = ⟨a i, a j⟩`. -/
def overlap (a : ι → E) : Matrix ι ι ℂ := Matrix.of fun i j => inner ℂ (a i) (a j)

/-- The matrix `⟨a i, K (a j)⟩` of an operator `K` in the basis functions. -/
def opMatrix (K : E →ₗ[ℂ] E) (a : ι → E) : Matrix ι ι ℂ :=
  Matrix.of fun i j => inner ℂ (a i) (K (a j))

/-- The spectral representation `v ↦ ∑ i j, (S⁻¹ M S⁻¹) i j ⟨a j, v⟩ a i` of the operator `K` with
matrix `M i j = ⟨a i, K (a j)⟩`, for basis functions whose overlap matrix `S` is invertible. -/
def spectralRep (K : E →ₗ[ℂ] E) (a : ι → E) (v : E) : E :=
  ∑ i, ∑ j, (((overlap a)⁻¹ * opMatrix K a * (overlap a)⁻¹) i j * inner ℂ (a j) v) • a i
```

Linearity lets K pass through an expansion with coefficients c_j:

⟨a_i, K Σ_j c_j a_j⟩ = Σ_j M_ij c_j = (M c)_i.

For K the identity this reads ⟨a_i, Σ_j c_j a_j⟩ = (S c)_i. The next two lemmas are these equations, the second obtained from the first.

```lean
omit [DecidableEq ι] in
/-- The matrix of `K` acts on expansion coefficients: it gives the overlaps of the basis functions
with `K` applied to the expanded vector. -/
theorem inner_operator_combination (K : E →ₗ[ℂ] E) (a : ι → E) (c : ι → ℂ) (i : ι) :
    inner ℂ (a i) (K (∑ j, c j • a j)) = (opMatrix K a *ᵥ c) i := by
  simp only [map_sum, map_smul, inner_sum, inner_smul_right, opMatrix, Matrix.mulVec,
    dotProduct, Matrix.of_apply]
  exact Finset.sum_congr rfl fun j _ => mul_comm _ _

omit [DecidableEq ι] in
/-- The overlap matrix turns expansion coefficients into overlaps with the basis functions. -/
theorem inner_combination (a : ι → E) (c : ι → ℂ) (i : ι) :
    inner ℂ (a i) (∑ j, c j • a j) = (overlap a *ᵥ c) i :=
  inner_operator_combination LinearMap.id a c i
```

Additivity alone is not enough. On the complex numbers with the single basis vector 1, let K be complex conjugation. Then R v = v, whereas P K P v = v*.

## Linear independence

Physically, no basis function is a combination of the others. By hand, this makes S invertible. Suppose S c = 0 and put x = Σ_j c_j a_j. Then ⟨a_i, x⟩ = (S c)_i = 0 for every i, so

⟨x, x⟩ = Σ_i c_i* ⟨a_i, x⟩ = 0.

Hence x = 0, and independence gives c = 0. The proof follows the same route: a vanishing determinant would supply a nonzero kernel vector `c`, which `hx` and `hz` turn into a vanishing combination.

```lean
/-- Linearly independent basis functions have an invertible overlap matrix. -/
theorem overlap_det_isUnit {a : ι → E} (ha : LinearIndependent ℂ a) :
    IsUnit (overlap a).det := by
  rw [isUnit_iff_ne_zero]
  intro h0
  obtain ⟨c, hc, h⟩ := Matrix.exists_mulVec_eq_zero_iff.mpr h0
  have hx : ∀ i, inner ℂ (a i) (∑ j, c j • a j) = 0 := fun i => by
    rw [inner_combination, h]; rfl
  -- a kernel vector gives a combination that is orthogonal to itself
  have hz : ∑ j, c j • a j = 0 := by
    rw [← inner_self_eq_zero (𝕜 := ℂ), sum_inner]
    exact Finset.sum_eq_zero fun i _ => by rw [inner_smul_left, hx, mul_zero]
  exact hc (funext (Fintype.linearIndependent_iff.mp ha c hz))
```

Invertibility then gives the projector. Let b_j = ⟨a_j, v⟩ and p = Σ_i (S⁻¹ b)_i a_i. The vector p lies in the span, and

⟨a_i, v − p⟩ = b_i − (S S⁻¹ b)_i = 0,

so v − p is orthogonal to the whole span and p = P v. Lean checks the same two properties, membership and an orthogonal residual. `Submodule.span_induction` carries orthogonality from the basis functions to their combinations.

```lean
/-- For linearly independent basis functions the orthogonal projector on their span is
`P v = ∑ i j, (S⁻¹) i j ⟨a j, v⟩ a i`. -/
theorem projector_apply {a : ι → E} (ha : LinearIndependent ℂ a) (v : E) :
    (modelSpace a).starProjection v =
      ∑ i, ((overlap a)⁻¹ *ᵥ fun j => inner ℂ (a j) v) i • a i := by
  apply Submodule.eq_starProjection_of_mem_of_inner_eq_zero
  · exact Submodule.sum_mem _ fun i _ =>
      Submodule.smul_mem _ _ (Submodule.subset_span ⟨i, rfl⟩)
  · -- the residual is orthogonal to each basis function, hence to the span
    intro w hw
    change w ∈ Submodule.span ℂ (Set.range a) at hw
    induction hw using Submodule.span_induction with
    | mem x hx =>
      obtain ⟨i, rfl⟩ := hx
      rw [← inner_conj_symm, inner_sub_right, inner_combination, Matrix.mulVec_mulVec,
        Matrix.mul_nonsing_inv _ (overlap_det_isUnit ha), Matrix.one_mulVec]
      simp
    | zero => exact inner_zero_right _
    | add x y _ _ hx hy => rw [inner_add_right, hx, hy, add_zero]
    | smul c x _ hx => rw [inner_smul_right, hx, mul_zero]
```

Now apply the formula twice. The coefficients of P v are S⁻¹ b, so linearity gives

⟨a_i, K P v⟩ = (M S⁻¹ b)_i.

Projecting K P v multiplies these overlaps by S⁻¹ once more:

P K P v = Σ_i (S⁻¹ M S⁻¹ b)_i a_i = R v.

In the proof, the two rewrites with `projector_apply` expand the outer and inner projectors, `h` supplies the overlaps with K P v, and the remaining steps collect the matrix products into the double sum.

```lean
/-- For linearly independent basis functions the spectral representation of `K` is `P K P`, with
`P` the orthogonal projector on their span. -/
theorem spectralRep_eq_PKP (K : E →ₗ[ℂ] E) {a : ι → E} (ha : LinearIndependent ℂ a) (v : E) :
    spectralRep K a v =
      (modelSpace a).starProjection (K ((modelSpace a).starProjection v)) := by
  rw [projector_apply ha (K ((modelSpace a).starProjection v)), projector_apply ha v]
  -- the overlaps of the basis functions with `K P v`
  have h : (fun i => inner ℂ (a i)
      (K (∑ k, ((overlap a)⁻¹ *ᵥ fun j => inner ℂ (a j) v) k • a k))) =
      opMatrix K a *ᵥ ((overlap a)⁻¹ *ᵥ fun j => inner ℂ (a j) v) :=
    funext fun i => inner_operator_combination K a _ i
  rw [h]
  simp only [spectralRep, Matrix.mulVec_mulVec, Matrix.mul_assoc]
  simp only [Matrix.mulVec, dotProduct, Finset.sum_smul]
```

If a nonzero function is listed twice, S is singular and the formula has no meaning. Lean sets the inverse of a singular matrix to zero, so `spectralRep` then returns 0, although P K P need not vanish.

## Vectors within the span

For u and w in the span, P u = u and P w = w. Since P is self-adjoint,

⟨u, R w⟩ = ⟨u, P K P w⟩ = ⟨P u, K P w⟩ = ⟨u, K w⟩.

The proof of `spectralRep_exact` makes these replacements using `hu` and `hw`.

```lean
/-- For linearly independent basis functions, the spectral representation has the same matrix
elements as `K` between any two vectors of their span. -/
theorem spectralRep_exact (K : E →ₗ[ℂ] E) {a : ι → E} (ha : LinearIndependent ℂ a) {u w : E}
    (hu : u ∈ modelSpace a) (hw : w ∈ modelSpace a) :
    inner ℂ u (spectralRep K a w) = inner ℂ u (K w) := by
  rw [spectralRep_eq_PKP K ha, ← Submodule.inner_starProjection_left_eq_right,
    Submodule.starProjection_eq_self_iff.mpr hu, Submodule.starProjection_eq_self_iff.mpr hw]
```

This exactness concerns matrix elements. The action itself is R w = P K w, which equals K w exactly when K w lies in the span.

```lean
/-- For linearly independent basis functions and a vector `w` of their span, the spectral
representation reproduces `K w` itself exactly when `K w` lies in the span. -/
theorem spectralRep_eq_iff (K : E →ₗ[ℂ] E) {a : ι → E} (ha : LinearIndependent ℂ a) {w : E}
    (hw : w ∈ modelSpace a) : spectralRep K a w = K w ↔ K w ∈ modelSpace a := by
  rw [spectralRep_eq_PKP K ha, Submodule.starProjection_eq_self_iff.mpr hw,
    Submodule.starProjection_eq_self_iff]
```

Take orthonormal e₁ and e₂, let K exchange them, and use e₁ as the only basis function. Then ⟨e₂, K e₁⟩ = ⟨e₁, K e₂⟩ = 1, but R gives 0 for both: neither u nor w may be left unrestricted. Also K e₁ = e₂, while R e₁ = 0.

## Positivity of K on the span

Positivity means that every expectation value is real and nonnegative, which is how Lean reads `0 ≤` for a complex number. An exchange operator has this property before its minus sign in the Fock operator is attached. For any v,

⟨v, R v⟩ = ⟨P v, K P v⟩,

so positivity of K on the span gives positivity of R everywhere. Conversely, for u in the span the two expectation values agree. These are the two directions of the proof. A K that is positive on the whole space is covered in particular. If K has a negative expectation value in some vector of the span, R has the same one.

```lean
/-- For linearly independent basis functions, the spectral representation has nonnegative
expectation values on the whole space exactly when `K` has them on the span. -/
theorem spectralRep_nonneg_iff (K : E →ₗ[ℂ] E) {a : ι → E} (ha : LinearIndependent ℂ a) :
    (∀ v, 0 ≤ inner ℂ v (spectralRep K a v)) ↔ ∀ u ∈ modelSpace a, 0 ≤ inner ℂ u (K u) := by
  constructor
  · intro h u hu
    rw [← spectralRep_exact K ha hu hu]
    exact h u
  · -- the expectation value in `v` is that of `K` in `P v`
    intro h v
    rw [spectralRep_eq_PKP K ha, ← Submodule.inner_starProjection_left_eq_right]
    exact h _ (Submodule.starProjection_apply_mem _ _)
```

## Two basis sets with the same span

Recombining the basis functions by an invertible matrix, as in orthogonalising them, can change S and M but not the span. Equal spans have equal projectors, so R is unchanged. The auxiliary statement `key` supplies this equality, and `spectralRep_eq_PKP` is applied to each set. With different spans R can differ: for K the identity, R is P itself.

```lean
/-- Two linearly independent sets of basis functions with the same span give the same spectral
representation of `K`. -/
theorem spectralRep_basis_independent (K : E →ₗ[ℂ] E) {a : ι → E} {b : κ → E}
    (ha : LinearIndependent ℂ a) (hb : LinearIndependent ℂ b)
    (hab : modelSpace a = modelSpace b) (v : E) : spectralRep K a v = spectralRep K b v := by
  -- equal subspaces have equal projectors
  have key : ∀ (U W : Submodule ℂ E) [U.HasOrthogonalProjection] [W.HasOrthogonalProjection],
      U = W → ∀ x, U.starProjection x = W.starProjection x := by
    intro U W _ _ h x
    subst h
    rfl
  rw [spectralRep_eq_PKP K ha, spectralRep_eq_PKP K hb, key _ _ hab v, key _ _ hab]

end

end SpectralRepresentation
```

```lean
#print axioms SpectralRepresentation.spectralRep_eq_PKP
#print axioms SpectralRepresentation.spectralRep_eq_iff
#print axioms SpectralRepresentation.spectralRep_nonneg_iff
#print axioms SpectralRepresentation.spectralRep_basis_independent
```

```
'SpectralRepresentation.spectralRep_eq_PKP' depends on axioms: [propext, Classical.choice, Quot.sound]
'SpectralRepresentation.spectralRep_eq_iff' depends on axioms: [propext, Classical.choice, Quot.sound]
'SpectralRepresentation.spectralRep_nonneg_iff' depends on axioms: [propext, Classical.choice, Quot.sound]
'SpectralRepresentation.spectralRep_basis_independent' depends on axioms: [propext, Classical.choice, Quot.sound]
```
